# Rescaling the reference waves leaves the ultrasoft overlap and nonlocal potential unchanged

An ultrasoft pseudopotential is often generated from reference waves at energies where the atom has no bound state. Such a wave can't be normalised over all space, and the radial equation fixes it only up to a constant factor. If that factor survived into the pseudopotential, two generation runs with the same energies, cutoff radii and local potential could give different Hamiltonians merely because they scaled their waves differently.

The factor does cancel, provided that the matrix of overlaps between pseudo waves and projector sources is invertible and that each channel's pseudo wave, all-electron wave and source are rescaled together. The setting here is a finite grid or finite orthonormal basis, indexed by $g$, with finitely many reference channels, indexed by $n$. A set of waves is a complex $g\times n$ matrix with one column per channel. On a grid with positive quadrature weights, the square root of each weight is absorbed into the samples, so that $M^*N$ is a matrix of inner products. The star is the conjugate transpose, written `ᴴ` in Lean.

```lean
import Mathlib

open Matrix

namespace UltrasoftReferenceAmplitudes

noncomputable section

variable {g n : Type*} [Fintype g] [Fintype n] [DecidableEq n]
```

## From waves to operators

Let $F$ hold the pseudo waves, $Y$ the all-electron waves and $X$ the projector sources. A source is what remains when the local pseudo-Hamiltonian fails to reproduce the reference energy on a pseudo wave. Except in the section on the eigenvalue equation, $X$ may be any block. The overlaps of pseudo waves with sources are

$$B = F^*X,\qquad B_{ij}=\langle F_i|X_j\rangle .$$

```lean
/-- The matrix `B` of overlaps between pseudo waves `F` and projector sources `X`. -/
def sourceOverlap (F X : Matrix g n ℂ) : Matrix n n ℂ := Fᴴ * X
```

A pseudo wave coincides with its all-electron wave beyond the cutoff radius, but needn't carry the same norm inside it. The deficit is recorded by the augmentation charges

$$q = Y^*Y - F^*F .$$

```lean
/-- The augmentation charges `q`: all-electron overlaps minus pseudo overlaps. -/
def augCharge (F Y : Matrix g n ℂ) : Matrix n n ℂ := Yᴴ * Y - Fᴴ * F
```

With $E$ the matrix of reference energies, the strengths of the nonlocal potential are $D = B + qE$. For diagonal $E$ with entries $\varepsilon_j$ this reads $D_{ij}=B_{ij}+q_{ij}\varepsilon_j$. These are the screened strengths; the later unscreening, which yields the ionic strengths, is not modelled.

```lean
/-- The nonlocal strengths `D = B + q E`, with `E` the matrix of reference energies. -/
def strength (F Y X : Matrix g n ℂ) (E : Matrix n n ℂ) : Matrix n n ℂ :=
  sourceOverlap F X + augCharge F Y * E
```

The projectors form a block $b$ of the same shape as $F$, required to satisfy $bB = X$. This equation is used as the definition, so no inverse appears in it.

```lean
/-- The columns of `b` are projectors for the waves `F` and sources `X`: `b B = X`. -/
def IsProjectorBlock (F X b : Matrix g n ℂ) : Prop := b * sourceOverlap F X = X
```

Two operators on the grid then enter the generalized eigenvalue problem. The first is $b\,q\,b^*$, which is added to the identity to form the overlap operator.

```lean
/-- The augmentation part `b q b*` of the ultrasoft overlap operator. -/
def augOperator (F Y b : Matrix g n ℂ) : Matrix g g ℂ := b * augCharge F Y * bᴴ
```

The second is the nonlocal potential $b\,D\,b^*$.

```lean
/-- The nonlocal ultrasoft potential `b D b*`. -/
def nonlocalPotential (F Y X : Matrix g n ℂ) (E : Matrix n n ℂ) (b : Matrix g n ℂ) :
    Matrix g g ℂ := b * strength F Y X E * bᴴ
```

## Projectors dual to the pseudo waves

The algebra rests on one cancellation. If $U$ is invertible and $MU=NU$, multiplying on the right by $U^{-1}$ gives $M=N$.

```lean
omit [Fintype g] in
/-- An invertible channel matrix can be cancelled on the right of a block of waves. -/
lemma block_cancel {M N : Matrix g n ℂ} {U : Matrix n n ℂ} (hU : IsUnit U)
    (h : M * U = N * U) : M = N := by
  obtain ⟨V, hV⟩ := hU.exists_right_inv
  calc M = M * U * V := by rw [Matrix.mul_assoc, hV, Matrix.mul_one]
    _ = N * U * V := by rw [h]
    _ = N := by rw [Matrix.mul_assoc, hV, Matrix.mul_one]
```

Applied to $bB = X = (XB^{-1})B$, this shows that for invertible $B$ the projector block is exactly $b = XB^{-1}$. Physically, invertibility says that the sources can be recombined into functions that each pick out one pseudo wave. It fails, for instance, when the local potential alone already reproduces a channel, so that its source vanishes.

```lean
/-- When `B` is invertible, the projector block is exactly `b = X B⁻¹`. -/
theorem isProjectorBlock_iff {F X b : Matrix g n ℂ} (hB : IsUnit (sourceOverlap F X)) :
    IsProjectorBlock F X b ↔ b = X * (sourceOverlap F X)⁻¹ := by
  have hd := (Matrix.isUnit_iff_isUnit_det _).mp hB
  have hX : X * (sourceOverlap F X)⁻¹ * sourceOverlap F X = X := by
    rw [Matrix.mul_assoc, Matrix.nonsing_inv_mul _ hd, Matrix.mul_one]
  constructor
  · intro h
    exact block_cancel hB (Eq.trans h hX.symm)
  · intro h
    rw [h]
    exact hX
```

That picking-out property is the duality $b^*F=1$. From $bB=X$,

$$(F^*b)B = F^*X = B ,$$

so $F^*b=1$ after cancelling $B$, and the adjoint gives $b^*F=1$.

```lean
/-- When `B` is invertible, the projectors are dual to the pseudo waves: `b* F = 1`. -/
theorem projector_dual {F X b : Matrix g n ℂ} (hB : IsUnit (sourceOverlap F X))
    (hb : IsProjectorBlock F X b) : bᴴ * F = 1 := by
  have hb' : b * sourceOverlap F X = X := hb
  have h : Fᴴ * b = 1 := by
    apply block_cancel hB
    rw [Matrix.mul_assoc, hb', Matrix.one_mul]
    rfl
  have h2 := congrArg conjTranspose h
  rwa [conjTranspose_mul, conjTranspose_conjTranspose, conjTranspose_one] at h2
```

## Recombining the reference waves

Now replace $F,Y,X$ by $FA,YA,XA$ with an invertible channel matrix $A$. A diagonal $A$ rescales each channel separately; a general one also mixes channels. The new overlap matrix is $B'=A^*BA$, again invertible, so there is exactly one new projector block $b'$, and it satisfies $b'A^*BA = XA$. Since $X=bB$,

$$(b'A^*)BA = bBA ,$$

and cancelling $A$ and then $B$ leaves $b'A^*=b$. The proof performs these two cancellations with `block_cancel`.

```lean
/-- If `B` is invertible and the reference waves and sources are recombined by an invertible `A`,
the old projectors `b` and the new projectors `b'` are related by `b' A* = b`. -/
theorem projector_mix {F X b b' : Matrix g n ℂ} {A : Matrix n n ℂ}
    (hB : IsUnit (sourceOverlap F X)) (hA : IsUnit A) (hb : IsProjectorBlock F X b)
    (hb' : IsProjectorBlock (F * A) (X * A) b') : b' * Aᴴ = b := by
  refine block_cancel hB (block_cancel hA ?_)
  unfold IsProjectorBlock sourceOverlap at hb hb'
  unfold sourceOverlap
  rw [hb]
  simpa only [conjTranspose_mul, Matrix.mul_assoc] using hb'
```

The augmentation charges transform by congruence:

$$q' = A^*Y^*YA - A^*F^*FA = A^*qA .$$

```lean
omit [DecidableEq n] in
/-- Augmentation charges transform by congruence, `q' = A* q A`. -/
lemma augCharge_mix (F Y : Matrix g n ℂ) (A : Matrix n n ℂ) :
    augCharge (F * A) (Y * A) = Aᴴ * augCharge F Y * A := by
  simp only [augCharge, conjTranspose_mul, Matrix.mul_sub, Matrix.sub_mul, Matrix.mul_assoc]
```

The factors of $A$ are then absorbed by the projectors:

$$b'q'b'^* = (b'A^*)\,q\,(b'A^*)^* = b\,q\,b^* .$$

No diagonality is needed, so the overlap operator is insensitive even to mixing of channels.

```lean
/-- When `B` is invertible, the augmentation operator is unchanged by every invertible
recombination, applied to the sources as well, of the reference waves, diagonal or not. -/
theorem augOperator_mix {F X b b' : Matrix g n ℂ} (Y : Matrix g n ℂ) {A : Matrix n n ℂ}
    (hB : IsUnit (sourceOverlap F X)) (hA : IsUnit A) (hb : IsProjectorBlock F X b)
    (hb' : IsProjectorBlock (F * A) (X * A) b') :
    augOperator (F * A) (Y * A) b' = augOperator F Y b := by
  have h := projector_mix hB hA hb hb'
  unfold augOperator
  rw [augCharge_mix, ← h]
  simp only [conjTranspose_mul, conjTranspose_conjTranspose, Matrix.mul_assoc]
```

The nonlocal potential is more selective, because the energy matrix $E$ is held fixed while the waves are recombined. With $D'=A^*BA+A^*qAE$ and $Ab'^*=b^*$,

$$b'D'b'^* = bBb^* + b\,qAE\,b'^*,\qquad bDb^* = bBb^* + b\,qEA\,b'^* ,$$

and therefore

$$b'D'b'^* - bDb^* = b\,q(AE-EA)\,b'^* .$$

If $q(AE-EA)=0$, the potential is unchanged. Conversely, suppose the difference vanishes. Duality gives $F^*b=1$. It also gives $Ab'^*F=b^*F=1$, and for square matrices a one-sided inverse is two-sided, so $b'^*FA=1$. Multiplying the difference by $F^*$ on the left and by $FA$ on the right strips off both projector blocks and leaves $q(AE-EA)=0$.

In the proof, `hd` is the formula for the difference, obtained by expanding the products and collecting terms with `abel`. The `calc` block carries out the stripping.

```lean
/-- When `B` is invertible and `E` is held fixed, an invertible recombination `A` of the reference
waves and sources leaves the nonlocal potential unchanged exactly when `q (A E - E A) = 0`. -/
theorem nonlocalPotential_mix_iff {F X b b' : Matrix g n ℂ} (Y : Matrix g n ℂ)
    {A : Matrix n n ℂ} (E : Matrix n n ℂ)
    (hB : IsUnit (sourceOverlap F X)) (hA : IsUnit A) (hb : IsProjectorBlock F X b)
    (hb' : IsProjectorBlock (F * A) (X * A) b') :
    nonlocalPotential (F * A) (Y * A) (X * A) E b' = nonlocalPotential F Y X E b ↔
      augCharge F Y * (A * E - E * A) = 0 := by
  have hr := projector_mix hB hA hb hb'
  -- the change of the potential is governed by the commutator of `A` and `E`
  have hd : nonlocalPotential (F * A) (Y * A) (X * A) E b' - nonlocalPotential F Y X E b
      = b * (augCharge F Y * (A * E - E * A)) * b'ᴴ := by
    unfold nonlocalPotential strength
    rw [augCharge_mix, ← hr]
    simp only [sourceOverlap, conjTranspose_mul, conjTranspose_conjTranspose,
      Matrix.mul_add, Matrix.add_mul, Matrix.mul_sub, Matrix.sub_mul, Matrix.mul_assoc]
    abel
  constructor
  · intro h
    rw [h, sub_self] at hd
    -- duality with the pseudo waves strips off the projectors on both sides
    have h1 := projector_dual hB hb
    have h2 : Fᴴ * b = 1 := by
      have h3 := congrArg conjTranspose h1
      rwa [conjTranspose_mul, conjTranspose_conjTranspose, conjTranspose_one] at h3
    have h4 : b'ᴴ * F * A = 1 := by
      apply mul_eq_one_comm.mp
      rw [← hr, conjTranspose_mul, conjTranspose_conjTranspose, Matrix.mul_assoc] at h1
      exact h1
    calc augCharge F Y * (A * E - E * A)
        = (Fᴴ * b) * (augCharge F Y * (A * E - E * A)) * (b'ᴴ * F * A) := by
          rw [h2, h4, Matrix.one_mul, Matrix.mul_one]
      _ = Fᴴ * (b * (augCharge F Y * (A * E - E * A)) * b'ᴴ) * (F * A) := by
          simp only [Matrix.mul_assoc]
      _ = 0 := by rw [← hd, Matrix.mul_zero, Matrix.zero_mul]
  · intro h
    rw [h, Matrix.mul_zero, Matrix.zero_mul] at hd
    exact sub_eq_zero.mp hd
```

## Amplitudes of the individual channels

Let $A$ be diagonal with nonzero complex entries $a_i$, and let $E$ be diagonal with entries $\varepsilon_i$. The determinant $\prod_i a_i$ is nonzero, so $A$ is invertible. Diagonal matrices commute, so $AE-EA=0$, and the two preceding results give

$$b'q'b'^*=bqb^*,\qquad b'D'b'^*=bDb^* .$$

In Lean the amplitudes are `a`, the energies are `ε`, and `ha` says that no amplitude is zero. The hypotheses `hb` and `hb'` identify `b` and `b'` as the projector blocks before and after rescaling. The energies are allowed to be complex, which includes the real case of physical interest.

The invariance belongs to the operators and not to the numbers stored for them: the entries become $D'_{ij}=\overline{a_i}\,D_{ij}\,a_j$, and the projectors change to compensate. Within this finite-basis model, two generated ultrasoft potentials should therefore be compared through their operators, or after a common choice of amplitudes, and not through their tables of $D_{ij}$.

```lean
/-- When `B` is invertible, rescaling each channel's pseudo wave, all-electron wave and source by a
common nonzero complex amplitude changes neither the augmentation operator `b q b*` nor the nonlocal
potential `b D b*`. -/
theorem reference_amplitudes_arbitrary {F X b b' : Matrix g n ℂ} (Y : Matrix g n ℂ)
    (a ε : n → ℂ) (ha : ∀ i, a i ≠ 0) (hB : IsUnit (sourceOverlap F X))
    (hb : IsProjectorBlock F X b)
    (hb' : IsProjectorBlock (F * diagonal a) (X * diagonal a) b') :
    augOperator (F * diagonal a) (Y * diagonal a) b' = augOperator F Y b ∧
    nonlocalPotential (F * diagonal a) (Y * diagonal a) (X * diagonal a) (diagonal ε) b'
      = nonlocalPotential F Y X (diagonal ε) b := by
  have hA : IsUnit (diagonal a) := by
    rw [Matrix.isUnit_iff_isUnit_det, Matrix.det_diagonal, isUnit_iff_ne_zero]
    exact Finset.prod_ne_zero_iff.mpr fun i _ => ha i
  -- amplitudes and energies are both diagonal, hence commute
  have hc : diagonal a * diagonal ε = diagonal ε * diagonal a := by
    rw [Matrix.diagonal_mul_diagonal, Matrix.diagonal_mul_diagonal]
    exact congrArg diagonal (funext fun i => mul_comm _ _)
  refine ⟨augOperator_mix Y hB hA hb hb', ?_⟩
  rw [nonlocalPotential_mix_iff Y (diagonal ε) hB hA hb hb', hc, sub_self, Matrix.mul_zero]
```

## The eigenvalue equation for the pseudo waves

The definition of $D$ earns its place through the equation it produces. Let $H$ be the local Hamiltonian, kinetic energy plus local potential, and take the sources to be $X=FE-HF$. By duality,

$$(H+bDb^*)F = HF+bB+bqE = HF+X+bqE = FE+bqE ,$$

$$(1+bqb^*)FE = FE+bqE .$$

The two sides agree. For diagonal $E$, each column of $F$ thus solves the generalized eigenvalue equation at its own reference energy. The argument uses no symmetry of $H$, and it would hold for any matrix $q$ that enters both $D$ and the overlap operator. The particular choice $q=Y^*Y-F^*F$ does something else: by duality $F^*(1+bqb^*)F=F^*F+q=Y^*Y$, so the overlap operator restores the all-electron overlaps. In the proof, `h1` and `h2` evaluate the two nonlocal operators on $F$.

```lean
/-- If `B` is invertible and the sources are `X = F E - H F` for a local Hamiltonian `H`, the pseudo
waves solve the generalized equation `(H + b D b*) F = (1 + b q b*) F E`. -/
theorem pseudo_waves_solve [DecidableEq g] {F X b : Matrix g n ℂ} (Y : Matrix g n ℂ)
    (H : Matrix g g ℂ) (E : Matrix n n ℂ) (hX : X = F * E - H * F)
    (hB : IsUnit (sourceOverlap F X)) (hb : IsProjectorBlock F X b) :
    (H + nonlocalPotential F Y X E b) * F = (1 + augOperator F Y b) * F * E := by
  have hb' : b * sourceOverlap F X = X := hb
  have hdual := projector_dual hB hb
  have h1 : nonlocalPotential F Y X E b * F = X + b * augCharge F Y * E := by
    rw [nonlocalPotential, Matrix.mul_assoc, hdual, Matrix.mul_one, strength,
      Matrix.mul_add, hb', ← Matrix.mul_assoc]
  have h2 : augOperator F Y b * F = b * augCharge F Y := by
    rw [augOperator, Matrix.mul_assoc, hdual, Matrix.mul_one]
  simp only [Matrix.add_mul, Matrix.one_mul, h1, h2]
  rw [hX]
  abel
```

## Two mixed channels that change the potential

Rescaling channels is harmless, but mixing channels of different energy while keeping $E$ fixed need not be. Take two channels on a two-point basis with $F=X=1$, $Y=2\cdot 1$, energies $0$ and $1$, and

$$A=\begin{pmatrix}1&1\\0&1\end{pmatrix},\qquad b'=\begin{pmatrix}1&0\\-1&1\end{pmatrix}.$$

Then $B=1$, $b=1$ and $q=3\cdot 1$, and $b'A^*=1=b$ as required. The obstruction is

$$q(AE-EA)=\begin{pmatrix}0&3\\0&0\end{pmatrix}\neq 0 ,$$

so the nonlocal potential changes, from $\begin{pmatrix}1&0\\0&4\end{pmatrix}$ to $\begin{pmatrix}1&3\\0&4\end{pmatrix}$. The new matrix isn't Hermitian, so this is an algebraic counterexample and not a physically admissible potential. The fault lies in keeping $E$ fixed: replacing it by $A^{-1}EA$ when the waves are mixed would leave the potential unchanged. The proof checks the hypotheses for these matrices, applies the criterion `nonlocalPotential_mix_iff`, and reads off the contradiction from the upper right entry, which Lean addresses as row `0`, column `1`.

```lean
/-- An explicit two-channel instance with energies 0 and 1 in which a non-diagonal
invertible recombination of the reference waves changes the nonlocal potential. -/
theorem channel_mixing_witness :
    let A : Matrix (Fin 2) (Fin 2) ℂ := !![1, 1; 0, 1]
    let b' : Matrix (Fin 2) (Fin 2) ℂ := !![1, 0; -1, 1]
    let Y : Matrix (Fin 2) (Fin 2) ℂ := !![2, 0; 0, 2]
    let E : Matrix (Fin 2) (Fin 2) ℂ := !![0, 0; 0, 1]
    IsUnit (sourceOverlap (1 : Matrix (Fin 2) (Fin 2) ℂ) 1) ∧ IsUnit A ∧
    IsProjectorBlock (1 : Matrix (Fin 2) (Fin 2) ℂ) 1 1 ∧
    IsProjectorBlock (1 * A) (1 * A) b' ∧
    nonlocalPotential (1 * A) (Y * A) (1 * A) E b' ≠ nonlocalPotential 1 Y 1 E 1 := by
  intro A b' Y E
  have hB : IsUnit (sourceOverlap (1 : Matrix (Fin 2) (Fin 2) ℂ) 1) := by
    simp [sourceOverlap]
  have hA : IsUnit A := by
    rw [Matrix.isUnit_iff_isUnit_det]
    simp [A, Matrix.det_fin_two]
  have hb : IsProjectorBlock (1 : Matrix (Fin 2) (Fin 2) ℂ) 1 1 := by
    simp [IsProjectorBlock, sourceOverlap]
  have hb' : IsProjectorBlock (1 * A) (1 * A) b' := by
    unfold IsProjectorBlock sourceOverlap
    rw [Matrix.one_mul]
    ext i j
    fin_cases i <;> fin_cases j <;>
      norm_num [A, b', Matrix.mul_apply, Fin.sum_univ_succ, Matrix.conjTranspose_apply]
  refine ⟨hB, hA, hb, hb', ?_⟩
  rw [Ne, nonlocalPotential_mix_iff Y E hB hA hb hb']
  intro h
  have h01 := congrFun (congrFun h 0) 1
  norm_num [augCharge, A, Y, E, Matrix.mul_apply, Fin.sum_univ_succ,
    Matrix.conjTranspose_apply] at h01
  have h2 : (starRingEnd ℂ) 2 = 2 := map_ofNat (starRingEnd ℂ) 2
  rw [h2] at h01
  norm_num at h01

end

end UltrasoftReferenceAmplitudes
```

```lean
#print axioms UltrasoftReferenceAmplitudes.isProjectorBlock_iff
#print axioms UltrasoftReferenceAmplitudes.nonlocalPotential_mix_iff
#print axioms UltrasoftReferenceAmplitudes.reference_amplitudes_arbitrary
#print axioms UltrasoftReferenceAmplitudes.pseudo_waves_solve
```

```
'UltrasoftReferenceAmplitudes.isProjectorBlock_iff' depends on axioms: [propext, Classical.choice, Quot.sound]
'UltrasoftReferenceAmplitudes.nonlocalPotential_mix_iff' depends on axioms: [propext, Classical.choice, Quot.sound]
'UltrasoftReferenceAmplitudes.reference_amplitudes_arbitrary' depends on axioms: [propext, Classical.choice, Quot.sound]
'UltrasoftReferenceAmplitudes.pseudo_waves_solve' depends on axioms: [propext, Classical.choice, Quot.sound]
```
